# The inertial defect of rigid point masses is never positive, and is zero exactly when they lie in the plane through the origin normal to the third axis

The inertial defect of a rigid molecule is $\Delta = I_c - I_a - I_b$, where $I_a, I_b, I_c$ are its moments of inertia about three perpendicular axes $a, b, c$. The question is what $\Delta$ says about planarity. Masses $m_i$ sit at positions $x_i \in \mathbb{R}^3$, with components numbered 0, 1, 2 for $x, y, z$. The labels $i$ run over a finite type `ι`, and the inertia tensor about the origin is

$$I_{jk} = \sum_i m_i\left(|x_i|^2\delta_{jk} - x_{i,j}\,x_{i,k}\right).$$

```lean
import Mathlib

open Matrix

namespace InertialDefect

noncomputable section

variable {ι : Type*} [Fintype ι]

/-- The inertia tensor about the origin of point masses `m i` at positions `x i`. -/
def inertia (m : ι → ℝ) (x : ι → Fin 3 → ℝ) : Matrix (Fin 3) (Fin 3) ℝ :=
  Matrix.of fun j k =>
    ∑ i, m i * ((if j = k then x i ⬝ᵥ x i else 0) - x i j * x i k)
```

The moment about a unit vector $n$ is $n\cdot I n$. For other vectors, `momentAbout` carries an extra factor $|n|^2$.

```lean
/-- The quadratic form `n · I n` of the inertia tensor; for a unit vector `n` it is the
moment of inertia about the axis through the origin along `n`. -/
def momentAbout (m : ι → ℝ) (x : ι → Fin 3 → ℝ) (n : Fin 3 → ℝ) : ℝ :=
  n ⬝ᵥ (inertia m x *ᵥ n)
```

The axes $a, b, c$ are the rows `R 0`, `R 1`, `R 2` of a matrix. Spectroscopists usually reserve these letters for principal axes with $I_a \le I_b \le I_c$; here neither property is assumed.

```lean
/-- The combination `I_c - I_a - I_b` of the values of `momentAbout` at the rows `a`, `b`, `c` of
`R`; when the rows are orthonormal it is the inertial defect for these axes. -/
def inertialDefect (m : ι → ℝ) (x : ι → Fin 3 → ℝ) (R : Matrix (Fin 3) (Fin 3) ℝ) : ℝ :=
  momentAbout m x (R 2) - momentAbout m x (R 0) - momentAbout m x (R 1)
```

## One rigid geometry

Each mass has a single fixed position; this is built into the definition of `inertia`. The first step is to let the tensor act on a vector:

$$(In)_k = \sum_i m_i\sum_l\left(|x_i|^2\delta_{kl} - x_{i,k}x_{i,l}\right)n_l = \sum_i m_i\left(|x_i|^2 n_k - (n\cdot x_i)\,x_{i,k}\right).$$

In Lean, `Finset.sum_comm` exchanges the two sums and `hδ` evaluates the Kronecker delta.

```lean
/-- The inertia tensor sends `n` to the sum of `m (|x|² n - (n · x) x)` over the masses. -/
theorem inertia_mulVec (m : ι → ℝ) (x : ι → Fin 3 → ℝ) (n : Fin 3 → ℝ) (k : Fin 3) :
    (inertia m x *ᵥ n) k = ∑ i, m i * ((x i ⬝ᵥ x i) * n k - (n ⬝ᵥ x i) * x i k) := by
  change ∑ l, (∑ i, m i * ((if k = l then x i ⬝ᵥ x i else 0) - x i k * x i l)) * n l = _
  simp only [Finset.sum_mul]
  rw [Finset.sum_comm]
  refine Finset.sum_congr rfl fun i _ => ?_
  -- the Kronecker delta picks out the component `n k`
  have hδ : ∑ l, (if k = l then x i ⬝ᵥ x i else 0) * n l = (x i ⬝ᵥ x i) * n k := by
    simp
  rw [← hδ]
  change _ = m i * (_ - (∑ l, n l * x i l) * x i k)
  rw [mul_sub, Finset.mul_sum, Finset.sum_mul, Finset.mul_sum, ← Finset.sum_sub_distrib]
  exact Finset.sum_congr rfl fun l _ => by ring
```

Taking the dot product with $n$ gives

$$n\cdot In = \sum_i m_i\left(|x_i|^2|n|^2 - (n\cdot x_i)^2\right).$$

The proof writes out the three components and compares the sums mass by mass with `ring`.

```lean
/-- The quadratic form of the inertia tensor is the sum of `m (|x|² |n|² - (n · x)²)`. -/
theorem momentAbout_eq (m : ι → ℝ) (x : ι → Fin 3 → ℝ) (n : Fin 3 → ℝ) :
    momentAbout m x n = ∑ i, m i * ((x i ⬝ᵥ x i) * (n ⬝ᵥ n) - (n ⬝ᵥ x i) ^ 2) := by
  simp only [momentAbout, dotProduct, inertia_mulVec, Fin.sum_univ_three]
  simp only [Finset.mul_sum, ← Finset.sum_add_distrib]
  exact Finset.sum_congr rfl fun i _ => by ring
```

A real molecule vibrates, and moments derived from measured rotational constants are effective values that include the coupling of vibration and rotation, not plain averages of the moments over geometries. Identifying them with the moments of one geometry is a step that the hypotheses don't supply: a planar molecule can show a small positive defect. For a single computed structure, such as the result of a geometry optimisation, the theorems apply directly to the nuclei as point masses.

## Orthonormal axes

The hypothesis `R * Rᵀ = 1` says that the axes have unit length and are mutually perpendicular. Either handedness is allowed. Unit length is read off the diagonal.

```lean
private theorem axis_norm {R : Matrix (Fin 3) (Fin 3) ℝ} (hR : R * Rᵀ = 1) (k : Fin 3) :
    R k ⬝ᵥ R k = 1 :=
  (congrFun (congrFun hR k) k).trans (Matrix.one_apply_eq k)
```

For a square matrix, $RR^T = 1$ implies $R^TR = 1$, that is, $a_ja_k + b_jb_k + c_jc_k = \delta_{jk}$. Multiplying by $v_jv_k$ and summing over $j$ and $k$ gives

$$(a\cdot v)^2 + (b\cdot v)^2 + (c\cdot v)^2 = |v|^2.$$

Lean obtains $R^TR = 1$ from `mul_eq_one_comm`, extracts six entries and combines them with `linear_combination`, using the same multipliers.

```lean
/-- In an orthonormal frame the squared components of a vector add up to its squared length. -/
theorem frame_sum_sq {R : Matrix (Fin 3) (Fin 3) ℝ} (hR : R * Rᵀ = 1) (v : Fin 3 → ℝ) :
    (R 0 ⬝ᵥ v) ^ 2 + (R 1 ⬝ᵥ v) ^ 2 + (R 2 ⬝ᵥ v) ^ 2 = v ⬝ᵥ v := by
  -- orthonormal rows of a square matrix force orthonormal columns
  have h : Rᵀ * R = 1 := mul_eq_one_comm.mp hR
  have c : ∀ j k, R 0 j * R 0 k + R 1 j * R 1 k + R 2 j * R 2 k
      = (1 : Matrix (Fin 3) (Fin 3) ℝ) j k := by
    intro j k
    have e := congrFun (congrFun h j) k
    simpa only [Matrix.mul_apply, Matrix.transpose_apply, Fin.sum_univ_three] using e
  have c00 := (c 0 0).trans (Matrix.one_apply_eq 0)
  have c11 := (c 1 1).trans (Matrix.one_apply_eq 1)
  have c22 := (c 2 2).trans (Matrix.one_apply_eq 2)
  have c01 := (c 0 1).trans (Matrix.one_apply_ne (by decide))
  have c02 := (c 0 2).trans (Matrix.one_apply_ne (by decide))
  have c12 := (c 1 2).trans (Matrix.one_apply_ne (by decide))
  simp only [dotProduct, Fin.sum_univ_three]
  linear_combination v 0 ^ 2 * c00 + v 1 ^ 2 * c11 + v 2 ^ 2 * c22
    + 2 * v 0 * v 1 * c01 + 2 * v 0 * v 2 * c02 + 2 * v 1 * v 2 * c12
```

With $|a| = |b| = |c| = 1$, the three moments combine to

$$\Delta = \sum_i m_i\left[(a\cdot x_i)^2 + (b\cdot x_i)^2 - (c\cdot x_i)^2 - |x_i|^2\right] = -2\sum_i m_i(c\cdot x_i)^2.$$

The last equality is the previous identity with $v = x_i$, which the proof multiplies by `m i`.

```lean
/-- In an orthonormal frame the inertial defect is minus twice the mass-weighted sum of
squared displacements along the third axis. -/
theorem inertialDefect_eq (m : ι → ℝ) (x : ι → Fin 3 → ℝ)
    {R : Matrix (Fin 3) (Fin 3) ℝ} (hR : R * Rᵀ = 1) :
    inertialDefect m x R = -2 * ∑ i, m i * (R 2 ⬝ᵥ x i) ^ 2 := by
  simp only [inertialDefect, momentAbout_eq, axis_norm hR, mul_one]
  rw [← Finset.sum_sub_distrib, ← Finset.sum_sub_distrib, Finset.mul_sum]
  exact Finset.sum_congr rfl fun i _ => by
    linear_combination m i * frame_sum_sq hR (x i)
```

Unit length alone would not suffice for the sign. With $a = b = (1,0,0)$, $c = (0,0,1)$ and one mass $m > 0$ at $(1,0,0)$, the defect is $+m$.

## Positive masses

The hypothesis `∀ i, 0 < m i` holds for nuclei. It makes every term $m_i f_i^2$ nonnegative, so the sum vanishes only if each term does; dividing by $m_i \neq 0$ then gives $f_i = 0$. The lemma below follows these two steps.

```lean
private theorem weighted_sq_eq_zero_iff {m : ι → ℝ} (hm : ∀ i, 0 < m i) (f : ι → ℝ) :
    ∑ i, m i * f i ^ 2 = 0 ↔ ∀ i, f i = 0 := by
  rw [Finset.sum_eq_zero_iff_of_nonneg fun i _ => mul_nonneg (hm i).le (sq_nonneg _)]
  constructor
  · intro h i
    exact pow_eq_zero_iff (two_ne_zero) |>.mp
      ((mul_eq_zero.mp (h i (Finset.mem_univ i))).resolve_left (hm i).ne')
  · intro h i _
    rw [h i]
    ring
```

With $f_i = c\cdot x_i$ this yields $\Delta \le 0$, with equality exactly when every mass lies in the plane through the origin normal to $c$.

```lean
/-- For positive masses and an orthonormal frame, the inertial defect is never positive, and
it vanishes exactly when all masses lie in the plane through the origin normal to the third
axis. -/
theorem inertialDefect_nonpos_and_eq_zero_iff {m : ι → ℝ} (hm : ∀ i, 0 < m i)
    (x : ι → Fin 3 → ℝ) {R : Matrix (Fin 3) (Fin 3) ℝ} (hR : R * Rᵀ = 1) :
    inertialDefect m x R ≤ 0 ∧ (inertialDefect m x R = 0 ↔ ∀ i, R 2 ⬝ᵥ x i = 0) := by
  rw [inertialDefect_eq m x hR, ← weighted_sq_eq_zero_iff hm]
  have h : 0 ≤ ∑ i, m i * (R 2 ⬝ᵥ x i) ^ 2 :=
    Finset.sum_nonneg fun i _ => mul_nonneg (hm i).le (sq_nonneg _)
  exact ⟨by linarith, ⟨fun h0 => by linarith, fun h0 => by linarith⟩⟩
```

Nonnegative masses would not be enough for the equality case: a massless dummy atom may sit off the plane without changing $\Delta$.

In Cartesian axes no frame is needed. Since $I_{xx} = \sum_i m_i(y_i^2+z_i^2)$, and similarly for the other two,

$$I_{xx} + I_{yy} - I_{zz} = 2\sum_i m_i z_i^2 \ge 0,$$

with equality exactly when all $z_i = 0$. This combination is $-\Delta$ for the coordinate frame. The proof expands the diagonal entries and uses the same lemma.

```lean
/-- For positive masses, `Ixx + Iyy - Izz` is twice the sum of `m z²`; it is nonnegative, and
zero exactly when every `z` coordinate is zero. -/
theorem cartesian_defect {m : ι → ℝ} (hm : ∀ i, 0 < m i) (x : ι → Fin 3 → ℝ) :
    inertia m x 0 0 + inertia m x 1 1 - inertia m x 2 2 = 2 * ∑ i, m i * x i 2 ^ 2 ∧
    0 ≤ inertia m x 0 0 + inertia m x 1 1 - inertia m x 2 2 ∧
    (inertia m x 0 0 + inertia m x 1 1 - inertia m x 2 2 = 0 ↔ ∀ i, x i 2 = 0) := by
  have h : inertia m x 0 0 + inertia m x 1 1 - inertia m x 2 2
      = 2 * ∑ i, m i * x i 2 ^ 2 := by
    simp only [inertia, Matrix.of_apply, ↓reduceIte, dotProduct, Fin.sum_univ_three]
    rw [← Finset.sum_add_distrib, ← Finset.sum_sub_distrib, Finset.mul_sum]
    exact Finset.sum_congr rfl fun i _ => by ring
  have h0 : 0 ≤ ∑ i, m i * x i 2 ^ 2 :=
    Finset.sum_nonneg fun i _ => mul_nonneg (hm i).le (sq_nonneg _)
  rw [h, ← weighted_sq_eq_zero_iff hm]
  exact ⟨rfl, by linarith, ⟨fun e => by linarith, fun e => by linarith⟩⟩
```

## Centre of mass at the origin

The hypothesis `∑ i, m i • x i = 0` places the origin where rotational spectroscopy places it. The plane can then be any plane normal to $c$, described by $c\cdot x_i = d$ for all $i$. Taking the dot product of the hypothesis with $c$ gives

$$0 = \sum_i m_i(c\cdot x_i) = d\sum_i m_i,$$

and the total mass is positive as soon as there is at least one mass, so $d = 0$. With no masses, both sides of the equivalence hold trivially. In Lean, `hs` is the first equality and `hM` the positivity. Conversely, zero defect gives $d = 0$ at once.

```lean
/-- For positive masses with centre of mass at the origin and an orthonormal frame, the
inertial defect vanishes exactly when all masses lie in one plane normal to the third axis. -/
theorem inertialDefect_eq_zero_iff_planar {m : ι → ℝ} (hm : ∀ i, 0 < m i)
    {x : ι → Fin 3 → ℝ} (hcom : ∑ i, m i • x i = 0)
    {R : Matrix (Fin 3) (Fin 3) ℝ} (hR : R * Rᵀ = 1) :
    inertialDefect m x R = 0 ↔ ∃ d, ∀ i, R 2 ⬝ᵥ x i = d := by
  rw [(inertialDefect_nonpos_and_eq_zero_iff hm x hR).2]
  refine ⟨fun h => ⟨0, h⟩, fun ⟨d, hd⟩ i => ?_⟩
  have hk : ∀ k, ∑ j, m j * x j k = 0 := fun k => by
    simpa only [Finset.sum_apply, Pi.smul_apply, smul_eq_mul, Pi.zero_apply]
      using congrFun hcom k
  -- the mean height above the plane through the origin is zero
  have hs : ∑ j, m j * (R 2 ⬝ᵥ x j) = 0 := by
    calc ∑ j, m j * (R 2 ⬝ᵥ x j)
        = R 2 0 * ∑ j, m j * x j 0 + R 2 1 * ∑ j, m j * x j 1
          + R 2 2 * ∑ j, m j * x j 2 := by
          simp only [dotProduct, Fin.sum_univ_three, Finset.mul_sum,
            ← Finset.sum_add_distrib]
          exact Finset.sum_congr rfl fun j _ => by ring
      _ = 0 := by rw [hk, hk, hk]; ring
  simp only [hd] at hs
  rw [← Finset.sum_mul] at hs
  have hM : 0 < ∑ j, m j := Finset.sum_pos (fun j _ => hm j) ⟨i, Finset.mem_univ i⟩
  rw [hd i]
  exact (mul_eq_zero.mp hs).resolve_left hM.ne'
```

Without any condition on the origin the equivalence fails: a single mass $m$ at height 1 along $c$ lies in a plane normal to $c$, yet $\Delta = -2m$.

## Zero defect as a premise

If $\Delta = 0$, then $c\cdot x_i = 0$ for every mass, and the formula for $In$ reduces to

$$Ic = \Big(\sum_i m_i|x_i|^2\Big)c = I_c\,c.$$

So $c$ is a principal axis. The proof checks this component by component, inserting $c\cdot x_i = 0$ and $|c| = 1$.

```lean
/-- For positive masses and an orthonormal frame, if the inertial defect vanishes then the
third axis is a principal axis of the inertia tensor. -/
theorem principal_axis_of_defect_zero {m : ι → ℝ} (hm : ∀ i, 0 < m i)
    (x : ι → Fin 3 → ℝ) {R : Matrix (Fin 3) (Fin 3) ℝ} (hR : R * Rᵀ = 1)
    (h0 : inertialDefect m x R = 0) :
    inertia m x *ᵥ R 2 = momentAbout m x (R 2) • R 2 := by
  have h := (inertialDefect_nonpos_and_eq_zero_iff hm x hR).2.mp h0
  ext k
  rw [inertia_mulVec, Pi.smul_apply, smul_eq_mul, momentAbout_eq, Finset.sum_mul]
  refine Finset.sum_congr rfl fun i _ => ?_
  rw [h i, axis_norm hR]
  ring
```

Without this premise, $c$ need not be principal: one mass $m$ at $(1,0,1)$ gives $I_{xz} = -m$ in the coordinate frame.

## Sorted eigenvalues in place of a frame

Another model would take $I_a \le I_b \le I_c$ as the sorted eigenvalues of the tensor. The statement would then need no matrix $R$, and for a centred molecule zero defect would mean that some plane contains all the masses. The normal would have to be recovered from an eigenvector for $I_c$, with a choice of direction to make when $I_b = I_c$, as for a linear molecule.

## A tilted triatomic that meets every hypothesis

Masses 1, 1, 2 are placed in a plane that is not a coordinate plane, with normal $c = (4/5, -3/5, 0)$.

```lean
/-- A frame whose third axis is `(4/5, -3/5, 0)`. -/
def tiltedFrame : Matrix (Fin 3) (Fin 3) ℝ :=
  !![3/5, 4/5, 0; 0, 0, 1; 4/5, -3/5, 0]

/-- Positions of a bent triatomic in a plane tilted against the coordinate planes. -/
def tiltedTriatomic : Fin 3 → Fin 3 → ℝ :=
  ![![3, 4, 5], ![3, 4, -5], ![-3, -4, 0]]
```

The moments are $I_a = 50$, $I_b = 100$ and $I_c = 150$, so $\Delta = 0$. The theorem checks the frame and the centre of mass entry by entry, then evaluates the defect through `inertialDefect_eq`.

```lean
/-- With masses 1, 1, 2 the tilted triatomic has its centre of mass at the origin, and its
inertial defect in the orthonormal tilted frame is zero. -/
theorem tiltedTriatomic_witness :
    tiltedFrame * tiltedFrameᵀ = 1 ∧
    ∑ i, (![1, 1, 2] : Fin 3 → ℝ) i • tiltedTriatomic i = 0 ∧
    inertialDefect ![1, 1, 2] tiltedTriatomic tiltedFrame = 0 := by
  have hR : tiltedFrame * tiltedFrameᵀ = 1 := by
    ext i j
    fin_cases i <;> fin_cases j <;>
      simp [tiltedFrame, Matrix.mul_apply, Fin.sum_univ_three] <;> norm_num
  refine ⟨hR, ?_, ?_⟩
  · ext k
    fin_cases k <;> simp [tiltedTriatomic, Fin.sum_univ_three] <;> norm_num
  · rw [inertialDefect_eq _ _ hR]
    simp [tiltedFrame, tiltedTriatomic, dotProduct, Fin.sum_univ_three]
    norm_num

end

end InertialDefect
```

```lean
#print axioms InertialDefect.inertialDefect_nonpos_and_eq_zero_iff
#print axioms InertialDefect.cartesian_defect
#print axioms InertialDefect.inertialDefect_eq_zero_iff_planar
#print axioms InertialDefect.principal_axis_of_defect_zero
```

```
'InertialDefect.inertialDefect_nonpos_and_eq_zero_iff' depends on axioms: [propext, Classical.choice, Quot.sound]
'InertialDefect.cartesian_defect' depends on axioms: [propext, Classical.choice, Quot.sound]
'InertialDefect.inertialDefect_eq_zero_iff_planar' depends on axioms: [propext, Classical.choice, Quot.sound]
'InertialDefect.principal_axis_of_defect_zero' depends on axioms: [propext, Classical.choice, Quot.sound]
```
